# Dropping the end-pair overlap of three equal, normalised, equally spaced s Gaussians on a line makes their overlap matrix indefinite exactly when the neighbour overlap exceeds 1/√2

Q: You could write down a 3×3 matrix with entries 1, s and s⁴ and call it an overlap matrix. What ties yours to orbitals?

A: The orbitals come first here. Each is a function on three-dimensional space, written `ℝ × ℝ × ℝ`, with exponent a > 0, centre (c, 0, 0) and prefactor (2a/π)^(3/4). The nested square roots in the code are that power.

```lean
import Mathlib

open Real Matrix MeasureTheory

namespace OverlapCutoff

noncomputable section

/-- The s Gaussian of exponent `a > 0` centred at the point `(c, 0, 0)`,
with prefactor `(2a/π)^(3/4)`. -/
def sGaussian (a c : ℝ) (p : ℝ × ℝ × ℝ) : ℝ :=
  √((√(2 * a / π)) ^ 3) * Real.exp (-(a * ((p.1 - c) ^ 2 + p.2.1 ^ 2 + p.2.2 ^ 2)))
```

An overlap is the integral of a product of two such functions over all space.

```lean
/-- The overlap integral of two s Gaussians of equal exponent centred at `c` and `c'`
on the first axis. -/
def overlap (a c c' : ℝ) : ℝ := ∫ p : ℝ × ℝ × ℝ, sGaussian a c p * sGaussian a c' p
```

The centres sit at 0, d and 2d, numbered 0, 1, 2, and the matrix collects the nine integrals.

```lean
/-- Three equally spaced centres on a line. -/
def centre (d : ℝ) : Fin 3 → ℝ := ![0, d, 2 * d]

/-- The overlap matrix of the three Gaussians. -/
def chainOverlap (a d : ℝ) : Matrix (Fin 3) (Fin 3) ℝ :=
  fun i j => overlap a (centre d i) (centre d j)
```

Q: And the truncation? Programs discard overlaps by various rules.

A: This one goes by distance: an entry survives if its centres are at most R apart, and otherwise becomes zero.

```lean
/-- The overlap matrix with every entry dropped whose centres are farther apart than `R`. -/
def cutoffOverlap (a d R : ℝ) : Matrix (Fin 3) (Fin 3) ℝ :=
  fun i j => if |centre d i - centre d j| ≤ R then chainOverlap a d i j else 0
```

With d ≤ R < 2d, the cutoff reaches the neighbours but not the opposite end. These inequalities also force d > 0.

Q: Where does s enter?

A: It is the number exp(−a d²/2), called `neighbour a d`. Two explicit matrices are then written in terms of s, one with s⁴ in the corners and one with zero there. That they equal the integrals is proved further down.

```lean
/-- The number `exp (-a d² / 2)`. -/
def neighbour (a d : ℝ) : ℝ := Real.exp (-(a * d ^ 2 / 2))

/-- The matrix with neighbour overlap `s` and end-pair overlap `s^4`. -/
def fullMatrix (s : ℝ) : Matrix (Fin 3) (Fin 3) ℝ :=
  !![1, s, s ^ 4; s, 1, s; s ^ 4, s, 1]

/-- The matrix with neighbour overlap `s` and end-pair overlap zero. -/
def bandMatrix (s : ℝ) : Matrix (Fin 3) (Fin 3) ℝ :=
  !![1, s, 0; s, 1, s; 0, s, 1]
```

Q: What do you mean by "eigenvalue" and "indefinite"?

A: The usual things. A real μ is an eigenvalue of M if Mv = μv for some nonzero real v. M is indefinite if xᵀMx, written `x ⬝ᵥ M *ᵥ x`, is negative for some x and positive for another.

```lean
/-- The set of real eigenvalues of a matrix. -/
def eigenvalues (M : Matrix (Fin 3) (Fin 3) ℝ) : Set ℝ :=
  {μ | ∃ v : Fin 3 → ℝ, v ≠ 0 ∧ M *ᵥ v = μ • v}

/-- A matrix is indefinite if its quadratic form takes negative and positive values. -/
def Indefinite (M : Matrix (Fin 3) (Fin 3) ℝ) : Prop :=
  (∃ x : Fin 3 → ℝ, x ⬝ᵥ M *ᵥ x < 0) ∧ ∃ x : Fin 3 → ℝ, 0 < x ⬝ᵥ M *ᵥ x
```

Q: Then derive the overlap.

A: Start from the Gaussian product rule. With the midpoint m = (c + c')/2,

(x − c)² + (x − c')² = 2(x − m)² + (c − c')²/2.

The product of the two orbitals is therefore

(2a/π)^(3/2) · exp(−a(c − c')²/2) · exp(−2a(x − m)²) · exp(−2a y²) · exp(−2a z²).

Each of the three one-dimensional integrals gives √(π/(2a)). Their product cancels the prefactor, leaving

overlap = exp(−a(c − c')²/2).

In the proof, `key` is the product rule, `integral_prod_mul` separates the coordinates, `hshift` moves the first Gaussian to the origin, and `integral_gaussian` evaluates the integrals.

```lean
/-- For `a > 0`, two s Gaussians of exponent `a` centred at `c` and `c'` have overlap
`exp (-a (c - c')² / 2)`. -/
theorem overlap_eq {a : ℝ} (ha : 0 < a) (c c' : ℝ) :
    overlap a c c' = Real.exp (-(a * (c - c') ^ 2 / 2)) := by
  -- Gaussian product rule: the product is a Gaussian about the midpoint
  have key : ∀ p : ℝ × ℝ × ℝ, sGaussian a c p * sGaussian a c' p =
      ((√(2 * a / π)) ^ 3 * Real.exp (-(a * (c - c') ^ 2 / 2))) *
        (Real.exp (-(2 * a) * (p.1 - (c + c') / 2) ^ 2) *
          (Real.exp (-(2 * a) * p.2.1 ^ 2) * Real.exp (-(2 * a) * p.2.2 ^ 2))) := by
    intro p
    have hN : √((√(2 * a / π)) ^ 3) * √((√(2 * a / π)) ^ 3) = (√(2 * a / π)) ^ 3 :=
      Real.mul_self_sqrt (by positivity)
    have hE : Real.exp (-(a * ((p.1 - c) ^ 2 + p.2.1 ^ 2 + p.2.2 ^ 2))) *
        Real.exp (-(a * ((p.1 - c') ^ 2 + p.2.1 ^ 2 + p.2.2 ^ 2))) =
        Real.exp (-(a * (c - c') ^ 2 / 2)) *
        (Real.exp (-(2 * a) * (p.1 - (c + c') / 2) ^ 2) *
          (Real.exp (-(2 * a) * p.2.1 ^ 2) * Real.exp (-(2 * a) * p.2.2 ^ 2))) := by
      simp only [← Real.exp_add]
      congr 1
      ring
    simp only [sGaussian]
    exact (mul_mul_mul_comm _ _ _ _).trans (by rw [hN, hE]; ring)
  -- the remaining integral factorises into three one-dimensional ones
  have h3 : ∀ (f : ℝ → ℝ) (g : ℝ × ℝ → ℝ),
      ∫ p : ℝ × ℝ × ℝ, f p.1 * g p.2 = (∫ x, f x) * ∫ q, g q :=
    fun f g => integral_prod_mul f g
  have h2 : ∀ f g : ℝ → ℝ,
      ∫ q : ℝ × ℝ, f q.1 * g q.2 = (∫ x, f x) * ∫ y, g y :=
    fun f g => integral_prod_mul f g
  have hshift : ∫ x : ℝ, Real.exp (-(2 * a) * (x - (c + c') / 2) ^ 2) = √(π / (2 * a)) :=
    (integral_sub_right_eq_self (fun x : ℝ => Real.exp (-(2 * a) * x ^ 2))
      ((c + c') / 2)).trans (integral_gaussian (2 * a))
  have hs : √(2 * a / π) * √(π / (2 * a)) = 1 := by
    have h : 2 * a / π * (π / (2 * a)) = 1 := by field_simp
    rw [← Real.sqrt_mul (by positivity), h, Real.sqrt_one]
  unfold overlap
  simp only [key]
  rw [integral_const_mul,
    h3 (fun x => Real.exp (-(2 * a) * (x - (c + c') / 2) ^ 2))
      (fun q => Real.exp (-(2 * a) * q.1 ^ 2) * Real.exp (-(2 * a) * q.2 ^ 2)),
    h2 (fun x => Real.exp (-(2 * a) * x ^ 2)) (fun x => Real.exp (-(2 * a) * x ^ 2)),
    hshift, integral_gaussian]
  calc _ = (√(2 * a / π) * √(π / (2 * a))) ^ 3 * Real.exp (-(a * (c - c') ^ 2 / 2)) := by ring
    _ = _ := by rw [hs]; ring
```

Setting c = c' gives 1, so normalisation is derived. Distance d gives s, and distance 2d gives exp(−2a d²) = s⁴. The next proof sorts the nine entries into these three cases, `h0`, `h1` and `h2`.

```lean
/-- For `a > 0`, the three Gaussians have overlap `s = exp (-a d² / 2)` between neighbours
and `s^4` between the ends. -/
theorem chainOverlap_eq {a : ℝ} (ha : 0 < a) (d : ℝ) :
    chainOverlap a d = fullMatrix (neighbour a d) := by
  have h0 : ∀ c, overlap a c c = 1 := fun c => by rw [overlap_eq ha]; simp
  have h1 : ∀ c c', (c - c') ^ 2 = d ^ 2 → overlap a c c' = neighbour a d := by
    intro c c' h
    rw [overlap_eq ha, h, neighbour]
  have h2 : ∀ c c', (c - c') ^ 2 = 4 * d ^ 2 → overlap a c c' = neighbour a d ^ 4 := by
    intro c c' h
    rw [overlap_eq ha, h, neighbour, ← Real.exp_nat_mul]
    congr 1
    push_cast
    ring
  ext i j
  fin_cases i <;> fin_cases j
  exacts [h0 0, h1 0 d (by ring), h2 0 (2 * d) (by ring),
    h1 d 0 (by ring), h0 d, h1 d (2 * d) (by ring),
    h2 (2 * d) 0 (by ring), h1 (2 * d) d (by ring), h0 (2 * d)]
```

For the truncated matrix, `near` handles the entries that are kept and `far` the two that are removed.

```lean
/-- For `a > 0`, a cutoff radius `R` with `d ≤ R < 2d` sets the end-pair overlap to zero
and keeps all other entries. -/
theorem cutoffOverlap_eq {a d R : ℝ} (ha : 0 < a) (h1 : d ≤ R) (h2 : R < 2 * d) :
    cutoffOverlap a d R = bandMatrix (neighbour a d) := by
  have near : ∀ i j v, |centre d i - centre d j| ≤ R →
      fullMatrix (neighbour a d) i j = v → cutoffOverlap a d R i j = v := by
    intro i j v h hv
    rw [← hv, ← chainOverlap_eq ha]
    exact if_pos h
  have far : ∀ i j, R < |centre d i - centre d j| → cutoffOverlap a d R i j = 0 :=
    fun i j h => if_neg (not_le.2 h)
  have e0 : ∀ c : ℝ, |c - c| ≤ R := fun c => abs_le.2 ⟨by linarith, by linarith⟩
  have e1 : |0 - d| ≤ R := abs_le.2 ⟨by linarith, by linarith⟩
  have e2 : |d - 0| ≤ R := abs_le.2 ⟨by linarith, by linarith⟩
  have e3 : |d - 2 * d| ≤ R := abs_le.2 ⟨by linarith, by linarith⟩
  have e4 : |2 * d - d| ≤ R := abs_le.2 ⟨by linarith, by linarith⟩
  have e5 : R < |0 - 2 * d| := lt_abs.2 (Or.inr (by linarith))
  have e6 : R < |2 * d - 0| := lt_abs.2 (Or.inl (by linarith))
  ext i j
  fin_cases i <;> fin_cases j
  exacts [near 0 0 1 (e0 0) rfl, near 0 1 _ e1 rfl, far 0 2 e5,
    near 1 0 _ e2 rfl, near 1 1 1 (e0 d) rfl, near 1 2 _ e3 rfl,
    far 2 0 e6, near 2 1 _ e4 rfl, near 2 2 1 (e0 (2 * d)) rfl]
```

Q: The full matrix, call it S, ought to be positive definite, since xᵀSx is the squared norm of a combination of linearly independent orbitals. Do you use that?

A: No, the proof completes squares, which needs only 0 < s < 1. Write the coefficients as x₀, x₁, x₂. The form is

x₀² + x₁² + x₂² + 2s x₀x₁ + 2s x₁x₂ + 2s⁴ x₀x₂.

Taking out (x₀ + s x₁ + s⁴ x₂)² leaves

(1 − s²) x₁² + 2s(1 − s⁴) x₁x₂ + (1 − s⁸) x₂².

Since 1 − s⁴ = (1 − s²)(1 + s²), the next square is (1 − s²)(x₁ + s(1 + s²)x₂)². The coefficient of x₂² that remains is

1 − s⁸ − s²(1 + s²)(1 − s⁴) = (1 − s²)(1 − s⁴).

All three weights are positive. If the sum vanished, then x₂, x₁ and x₀ would vanish in turn. `hQ` is this identity, and the case distinctions follow that last argument.

```lean
/-- For `0 < s < 1` the full overlap matrix is positive definite. -/
theorem fullMatrix_pos {s : ℝ} (hs : 0 < s) (hs1 : s < 1) (x : Fin 3 → ℝ) (hx : x ≠ 0) :
    0 < x ⬝ᵥ fullMatrix s *ᵥ x := by
  -- complete the squares
  have hQ : x ⬝ᵥ fullMatrix s *ᵥ x = (x 0 + s * x 1 + s ^ 4 * x 2) ^ 2 +
      (1 - s ^ 2) * (x 1 + s * (1 + s ^ 2) * x 2) ^ 2 +
      (1 - s ^ 2) * (1 - s ^ 4) * x 2 ^ 2 := by
    simp [fullMatrix, Matrix.mulVec, dotProduct, Fin.sum_univ_three]
    ring
  have h2 : 0 < 1 - s ^ 2 := by nlinarith
  have h4 : 0 < 1 - s ^ 4 := by
    have h : 1 - s ^ 4 = (1 - s ^ 2) * (1 + s ^ 2) := by ring
    rw [h]
    exact mul_pos h2 (by positivity)
  rw [hQ]
  by_cases hz : x 2 = 0
  · by_cases hy : x 1 = 0
    · have h0 : x 0 ≠ 0 := by
        intro h
        apply hx
        funext i
        fin_cases i
        exacts [h, hy, hz]
      have hp : 0 < x 0 ^ 2 := by positivity
      rw [hz, hy]
      linarith
    · have hp : 0 < x 1 ^ 2 := by positivity
      have t := mul_pos h2 hp
      rw [hz]
      nlinarith [sq_nonneg (x 0 + s * x 1)]
  · have hp : 0 < x 2 ^ 2 := by positivity
    have t3 := mul_pos (mul_pos h2 h4) hp
    have t2 := mul_nonneg h2.le (sq_nonneg (x 1 + s * (1 + s ^ 2) * x 2))
    have t1 := sq_nonneg (x 0 + s * x 1 + s ^ 4 * x 2)
    linarith
```

Q: Now remove the corners. Where does √2 come from?

A: The truncated form, with B for the truncated matrix, is

xᵀBx = x₀² + x₁² + x₂² + 2s x₁(x₀ + x₂).

```lean
/-- The quadratic form of the truncated matrix, written out in the orbital coefficients. -/
theorem bandMatrix_form (s : ℝ) (x : Fin 3 → ℝ) : x ⬝ᵥ bandMatrix s *ᵥ x =
    x 0 ^ 2 + x 1 ^ 2 + x 2 ^ 2 + 2 * s * x 1 * (x 0 + x 2) := by
  simp [bandMatrix, Matrix.mulVec, dotProduct, Fin.sum_univ_three]
  ring
```

Subtract (1 − √2 s)(x₀² + x₁² + x₂²). What remains is

√2 s (x₀² + x₁² + x₂²) + 2s x₁(x₀ + x₂) = √2 s [(x₁ + (x₀ + x₂)/√2)² + (x₀ − x₂)²/2],

which is nonnegative for s ≥ 0. In Lean this is `hd`, where `linear_combination` supplies (√2)² = 2.

```lean
/-- For `s ≥ 0` the quadratic form of the truncated matrix is at least `1 - √2 s` times
the squared length of the coefficient vector. -/
theorem bandMatrix_lower_bound {s : ℝ} (hs : 0 ≤ s) (x : Fin 3 → ℝ) :
    (1 - √2 * s) * (x ⬝ᵥ x) ≤ x ⬝ᵥ bandMatrix s *ᵥ x := by
  have h : (√2) ^ 2 = 2 := Real.sq_sqrt (by norm_num)
  have hN : x ⬝ᵥ x = x 0 ^ 2 + x 1 ^ 2 + x 2 ^ 2 := by
    simp only [dotProduct, Fin.sum_univ_three]
    ring
  -- the difference of the two sides is a sum of squares
  have hd : x ⬝ᵥ bandMatrix s *ᵥ x = (1 - √2 * s) * (x ⬝ᵥ x) +
      √2 * s * ((x 1 + √2 / 2 * (x 0 + x 2)) ^ 2 + (x 0 - x 2) ^ 2 / 2) := by
    rw [bandMatrix_form, hN]
    linear_combination (-(s * x 1 * (x 0 + x 2) + √2 * s * (x 0 + x 2) ^ 2 / 4)) * h
  have hp : 0 ≤ √2 * s * ((x 1 + √2 / 2 * (x 0 + x 2)) ^ 2 + (x 0 - x 2) ^ 2 / 2) := by
    positivity
  linarith
```

Q: A lower bound on the form is not yet an eigenvalue.

A: The bound is attained. Both squares vanish for (1, −√2, 1), or (1/2, −1/√2, 1/2) when scaled to unit length. Applying B to the unnormalised vector gives 1 − √2 s in the outer components, and in the middle

2s − √2 = −√2(1 − √2 s).

So 1 − √2 s is an eigenvalue. For any other eigenpair Bv = μv, the bound reads (1 − √2 s) vᵀv ≤ μ vᵀv, and dividing by vᵀv > 0 gives 1 − √2 s ≤ μ. `IsLeast` states both halves: membership in the set and minimality.

```lean
/-- For `s ≥ 0` the least eigenvalue of the truncated matrix is `1 - √2 s`. -/
theorem bandMatrix_least_eigenvalue {s : ℝ} (hs : 0 ≤ s) :
    IsLeast (eigenvalues (bandMatrix s)) (1 - √2 * s) := by
  have h : (√2) ^ 2 = 2 := Real.sq_sqrt (by norm_num)
  constructor
  · refine ⟨![1, -√2, 1], fun h0 => ?_, ?_⟩
    · have h1 : (1 : ℝ) = 0 := congrFun h0 0
      exact one_ne_zero h1
    · have hT : ∀ x : Fin 3 → ℝ, bandMatrix s *ᵥ x =
          ![x 0 + s * x 1, s * x 0 + x 1 + s * x 2, s * x 1 + x 2] := by
        intro x
        ext i
        fin_cases i <;> simp [bandMatrix, Matrix.mulVec, dotProduct, Fin.sum_univ_three]
      rw [hT]
      ext i
      fin_cases i
      · show 1 + s * (-√2) = (1 - √2 * s) * 1
        ring
      · show s * 1 + -√2 + s * 1 = (1 - √2 * s) * (-√2)
        linear_combination (-s) * h
      · show s * (-√2) + 1 = (1 - √2 * s) * 1
        ring
  · rintro μ ⟨v, hv, hμ⟩
    have hr := bandMatrix_lower_bound hs v
    rw [hμ, dotProduct_smul, smul_eq_mul] at hr
    have h0 : 0 ≤ v ⬝ᵥ v := Finset.sum_nonneg fun i _ => mul_self_nonneg (v i)
    have hp : 0 < v ⬝ᵥ v :=
      lt_of_le_of_ne h0 fun e => hv (dotProduct_self_eq_zero.1 e.symm)
    exact le_of_mul_le_mul_right hr hp
```

Q: And indefiniteness follows from the sign?

A: Yes. The vector (1, 0, 0) always gives the positive value 1. If 1 − √2 s ≥ 0, the lower bound forbids negative values. If 1 − √2 s < 0, the vector (1, −√2, 1) gives 4(1 − √2 s) < 0, which is 1 − √2 s once the vector is scaled to unit length. At s = 1/√2 exactly, the matrix is singular but not indefinite.

```lean
/-- For `s ≥ 0` the truncated matrix is indefinite exactly when `s > 1/√2`. -/
theorem bandMatrix_indefinite_iff {s : ℝ} (hs : 0 ≤ s) :
    Indefinite (bandMatrix s) ↔ 1 / √2 < s := by
  have h : (√2) ^ 2 = 2 := Real.sq_sqrt (by norm_num)
  have hpos : 0 < √2 := Real.sqrt_pos.2 (by norm_num)
  rw [div_lt_iff₀ hpos]
  constructor
  · rintro ⟨⟨x, hx⟩, _⟩
    by_contra hle
    have hc : 0 ≤ 1 - √2 * s := by linarith [not_lt.1 hle]
    have h0 : 0 ≤ x ⬝ᵥ x := Finset.sum_nonneg fun i _ => mul_self_nonneg (x i)
    linarith [bandMatrix_lower_bound hs x, mul_nonneg hc h0]
  · intro hlt
    refine ⟨⟨![1, -√2, 1], ?_⟩, ⟨![1, 0, 0], ?_⟩⟩
    · rw [bandMatrix_form]
      show (1 : ℝ) ^ 2 + (-√2) ^ 2 + 1 ^ 2 + 2 * s * (-√2) * (1 + 1) < 0
      nlinarith
    · rw [bandMatrix_form]
      show (0 : ℝ) < 1 ^ 2 + 0 ^ 2 + 0 ^ 2 + 2 * s * 0 * (1 + 0)
      norm_num
```

Q: Does the final theorem speak about the integrals, or only about your explicit matrices?

A: About the integrals. It takes a > 0 and d ≤ R < 2d, and concludes that `chainOverlap a d` is positive definite, that `cutoffOverlap a d R` has least eigenvalue 1 − √2 s, and that the latter is indefinite exactly when s > 1/√2. The proof checks 0 < s < 1, rewrites both matrices in their explicit form and combines the earlier results.

```lean
/-- Let `a > 0`, `d ≤ R < 2d` and `s = exp (-a d² / 2)`. The full overlap matrix is positive
definite; the one cut off at `R` has least eigenvalue `1 - √2 s` and is indefinite exactly
when `s > 1/√2`. -/
theorem distance_cutoff {a d R : ℝ} (ha : 0 < a) (h1 : d ≤ R) (h2 : R < 2 * d) :
    (∀ x : Fin 3 → ℝ, x ≠ 0 → 0 < x ⬝ᵥ chainOverlap a d *ᵥ x) ∧
    IsLeast (eigenvalues (cutoffOverlap a d R)) (1 - √2 * neighbour a d) ∧
    (Indefinite (cutoffOverlap a d R) ↔ 1 / √2 < neighbour a d) := by
  have hd : 0 < d := by linarith
  have hs : 0 < neighbour a d := Real.exp_pos _
  have hs1 : neighbour a d < 1 := Real.exp_lt_one_iff.2 (neg_neg_of_pos (by positivity))
  rw [chainOverlap_eq ha, cutoffOverlap_eq ha h1 h2]
  exact ⟨fullMatrix_pos hs hs1, bandMatrix_least_eigenvalue hs.le,
    bandMatrix_indefinite_iff hs.le⟩
```

Q: Can I have that in terms of exponent and spacing?

A: Take logarithms of exp(−a d²/2) > 1/√2 = exp(−(log 2)/2). This gives −a d²/2 > −(log 2)/2, that is,

a d² < log 2.

At a given spacing and cutoff, diffuse functions, those with small a, are the ones at risk.

```lean
/-- For `a > 0` and `d ≤ R < 2d`, the overlap matrix cut off at `R` is indefinite exactly
when `a d² < log 2`. -/
theorem cutoff_indefinite_iff_exponent {a d R : ℝ} (ha : 0 < a) (h1 : d ≤ R)
    (h2 : R < 2 * d) : Indefinite (cutoffOverlap a d R) ↔ a * d ^ 2 < Real.log 2 := by
  have h : √2 = Real.exp (Real.log 2 / 2) := by
    rw [Real.exp_half, Real.exp_log (by norm_num)]
  rw [(distance_cutoff ha h1 h2).2.2, h, one_div, ← Real.exp_neg, neighbour, Real.exp_lt_exp]
  constructor <;> intro h <;> linarith

end

end OverlapCutoff
```

```lean
#print axioms OverlapCutoff.bandMatrix_indefinite_iff
#print axioms OverlapCutoff.cutoff_indefinite_iff_exponent
```

```
'OverlapCutoff.bandMatrix_indefinite_iff' depends on axioms: [propext, Classical.choice, Quot.sound]
'OverlapCutoff.cutoff_indefinite_iff_exponent' depends on axioms: [propext, Classical.choice, Quot.sound]
```

Q: What happens as the centres merge?

A: As d → 0 with a fixed, s → 1. The full matrix approaches the matrix of all ones, whose least eigenvalue is 0, because the three functions become identical. With the cutoff kept between d and 2d, the least truncated eigenvalue instead approaches 1 − √2, about −0.414.

Q: Why should someone running a calculation care?

A: In this model of three equal s Gaussians, a distance cutoff can make the squared norm computed from the truncated matrix B negative for some orbital combination, and then a Cholesky factorisation of B, or a real symmetric B^(−1/2), does not exist. A negative value occurs only if the dropped overlap s⁴ is larger than 1/4. The threshold 1/√2 belongs to this geometry. Longer chains, unequal exponents, contracted functions and higher angular momentum would each need their own analysis.
